# A passive three-level population that two copies show is not completely passive

A system has three levels with energies 0, 2 and 3 and populations 2/5, 2/5 and 1/5, which sum to one. The declaration states that a single copy is passively ordered, a level of strictly lower energy being at least as populated, but that this ordering does not hold for every number of copies. The copies are independent and non-interacting, so energies add and populations multiply; the statement concerns only these numbers, with no density matrices or unitaries. The attempt checks the single-copy claim case by case, then refutes the many-copy claim with two copies: levels 0 and 2 together have energy 3 and population 2/25, while two copies in level 1 have energy 4 and population 4/25.

In Lean, a first try:

```lean
import Mathlib

open Finset

namespace PassiveNotCompletelyPassive

noncomputable section

variable {ι : Type*}

/-- Total energy of an `n`-copy level, given as a tuple of single-copy levels. -/
def energy (E : ι → ℝ) {n : ℕ} (a : Fin n → ι) : ℝ := ∑ k, E (a k)

/-- Population of an `n`-copy level when the copies are independent. -/
def weight (p : ι → ℝ) {n : ℕ} (a : Fin n → ι) : ℝ := ∏ k, p (a k)

/-- Complete passivity: for any number of copies, a level of strictly lower total energy
is populated at least as much. -/
def CompletelyPassive (E p : ι → ℝ) : Prop :=
  ∀ (n : ℕ) (a b : Fin n → ι), energy E a < energy E b → weight p b ≤ weight p a

/-- Populations `2/5, 2/5, 1/5` on energies `0, 2, 3` are ordered passively for a single copy, but
they are not completely passive. -/
theorem passive_not_completelyPassive :
    (∀ i j : Fin 3, (![0, 2, 3] : Fin 3 → ℝ) i < (![0, 2, 3] : Fin 3 → ℝ) j →
      (![2/5, 2/5, 1/5] : Fin 3 → ℝ) j ≤ (![2/5, 2/5, 1/5] : Fin 3 → ℝ) i) ∧
    ¬ CompletelyPassive (![0, 2, 3] : Fin 3 → ℝ) ![2/5, 2/5, 1/5] := by
  constructor
  · intro i j
    fin_cases i <;> fin_cases j <;> norm_num
  · -- two copies: the pair (1, 1) is higher in energy than (0, 2) and more populated
    intro h
    have h1 := h 2 ![0, 2] ![1, 1] (by norm_num [energy, Fin.sum_univ_two])
    norm_num [weight, Fin.prod_univ_two] at h1

end

end PassiveNotCompletelyPassive
```

The compiler's answer:

```
Main.lean:33:36: error: unsolved goals
h : CompletelyPassive ![0, 2, 3] ![2 / 5, 2 / 5, 1 / 5]
⊢ ![0, 2, 3] 2 < 4
Main.lean:31:2: error: unsolved goals
case right
h : CompletelyPassive ![0, 2, 3] ![2 / 5, 2 / 5, 1 / 5]
h1 : 4 / 25 ≤ 2 / 5 * ![2 / 5, 2 / 5, 1 / 5] 2
⊢ False
```

What went wrong. Both messages have one cause: `norm_num` did not evaluate the vector entry at index 2. It read off the entries at 0 and 1, but left `![0, 2, 3] 2 < 4` in the energy comparison, where the entry is 3. In `h1` it likewise left `![2 / 5, 2 / 5, 1 / 5] 2`, so it could not see that the inequality was false, and the goal `False` stayed open.

The repair separates the reading of entries from the arithmetic. `simp only` unfolds `energy` or `weight` and expands the two-term sum or product. `change` then restates the result in plain numbers, which Lean accepts because the vector entries compute to those numbers by definition. What remains for `norm_num` is arithmetic: it proves 0 + 3 < 2 + 2, and finds that `h1`, now 4/25 ≤ 2/25, is false, which closes the goal.

Lean accepts the file once it reads:

```diff
@@ -31,6 +31,11 @@
   · -- two copies: the pair (1, 1) is higher in energy than (0, 2) and more populated
     intro h
-    have h1 := h 2 ![0, 2] ![1, 1] (by norm_num [energy, Fin.sum_univ_two])
-    norm_num [weight, Fin.prod_univ_two] at h1
+    have h1 := h 2 ![0, 2] ![1, 1] (by
+      simp only [energy, Fin.sum_univ_two]
+      change (0 : ℝ) + 3 < 2 + 2
+      norm_num)
+    simp only [weight, Fin.prod_univ_two] at h1
+    change (2 / 5 : ℝ) * (2 / 5) ≤ 2 / 5 * (1 / 5) at h1
+    norm_num at h1
 
 end
```
